# Negative-energy admixtures lower the Rayleigh quotient of a positive-energy eigenstate

Take a free electron in one space dimension at fixed momentum, in units where $mc^2=3$ and $cp=4$. Its Dirac Hamiltonian is the matrix

$$F=\begin{pmatrix}3&4\\4&-3\end{pmatrix},$$

with eigenvalues $\pm\sqrt{3^2+4^2}=\pm5$. The vector $\varphi=(2,1)$ belongs to $+5$ and $w=(1,-2)$ to $-5$. They are orthogonal and both have norm $\sqrt5$, so the unit eigenvectors are $\varphi/\sqrt5$ and $w/\sqrt5$. Mixing them with a real amplitude $t$ gives the mean energy

$$\frac{\langle\varphi+tw,F(\varphi+tw)\rangle}{\|\varphi+tw\|^2}=5\,\frac{1-t^2}{1+t^2}.$$

At $t=0$ this equals $5$ and has zero slope, but it falls on either side and tends to $-5$. The electronic state is stationary without being a minimum. With only two levels there is no higher electronic state to mix in, so the upward directions of a saddle are missing; they appear once there is a positive-energy level above this one.

## Energy and Rayleigh quotient

In general the states form a complex inner product space `E`, of any dimension and not necessarily complete. The inner product is conjugate-linear in its first argument.

```lean
import Mathlib

open scoped InnerProductSpace

namespace BrownRavenhallSaddle

noncomputable section

variable {E : Type*} [NormedAddCommGroup E] [InnerProductSpace ℂ E]
```

The one-electron operator is a linear map $F$ defined on all of `E`. This covers a Dirac matrix in a finite orthonormal basis, but not the unbounded differential operator with its restricted domain. The energy expectation of an unnormalised state $x$ is

$$\mathcal E(x)=\operatorname{Re}\langle x,Fx\rangle .$$

For symmetric $F$, meaning $\langle Fx,y\rangle=\langle x,Fy\rangle$, the inner product is already real and taking the real part loses nothing.

```lean
/-- The real part of `⟨x, F x⟩`, the energy expectation of an unnormalised state `x` when `F` is
symmetric. -/
def energy (F : E →ₗ[ℂ] E) (x : E) : ℝ := (inner ℂ x (F x)).re
```

Division by the squared norm gives the mean energy of the normalised state, $R(x)=\mathcal E(x)/\|x\|^2$. Lean assigns it the value $0$ at $x=0$, which has no physical meaning, so the statements below keep to nonzero vectors.

```lean
/-- The Rayleigh quotient: the real part of `⟨x, F x⟩` divided by `‖x‖ ^ 2`. -/
def rayleigh (F : E →ₗ[ℂ] E) (x : E) : ℝ := energy F x / ‖x‖ ^ 2
```

The norm and the inner product are linked by $\|x\|^2=\operatorname{Re}\langle x,x\rangle$, which lets norms and energies be expanded in the same way.

```lean
/-- The squared norm is the real part of the inner product of a state with itself. -/
lemma norm_sq_re (x : E) : ‖x‖ ^ 2 = (inner ℂ x x).re :=
  (inner_self_eq_norm_sq (𝕜 := ℂ) x).symm
```

If $Fx=ax$ with $a$ real, then $\langle x,Fx\rangle=a\langle x,x\rangle$, and hence $\mathcal E(x)=a\|x\|^2$.

```lean
/-- The energy expectation of an eigenstate is its eigenvalue times its squared norm. -/
lemma energy_eigen {F : E →ₗ[ℂ] E} {a : ℝ} {x : E} (h : F x = (a : ℂ) • x) :
    energy F x = a * ‖x‖ ^ 2 := by
  unfold energy
  rw [h, inner_smul_right, Complex.re_ofReal_mul, norm_sq_re x]
```

## The cross terms cancel

Let $F$ be symmetric and $F\varphi=e\varphi$ with $e$ real. For any $w$,

$$\langle\varphi+w,F(\varphi+w)\rangle=e\|\varphi\|^2+\langle\varphi,Fw\rangle+e\langle w,\varphi\rangle+\langle w,Fw\rangle .$$

Symmetry turns the second term into $\langle F\varphi,w\rangle=e\langle\varphi,w\rangle$. Subtracting

$$e\|\varphi+w\|^2=e\|\varphi\|^2+e\langle\varphi,w\rangle+e\langle w,\varphi\rangle+e\|w\|^2$$

leaves

$$\mathcal E(\varphi+w)-e\|\varphi+w\|^2=\mathcal E(w)-e\|w\|^2 .$$

No orthogonality between $\varphi$ and $w$ was used. In the proof, `cross` is the symmetry step, and `ring` collects the expanded terms.

```lean
/-- Measured from the eigenvalue `e`, the energy of `φ + w` is that of the admixture `w` alone. -/
theorem energy_shift {F : E →ₗ[ℂ] E} (hF : F.IsSymmetric) {e : ℝ} {φ : E}
    (hφ : F φ = (e : ℂ) • φ) (w : E) :
    energy F (φ + w) - e * ‖φ + w‖ ^ 2 = energy F w - e * ‖w‖ ^ 2 := by
  -- symmetry moves F onto the eigenstate
  have cross : inner ℂ φ (F w) = (e : ℂ) * inner ℂ φ w := by
    rw [← hF φ w, hφ, inner_smul_left, Complex.conj_ofReal]
  unfold energy
  rw [norm_sq_re (φ + w), norm_sq_re w, map_add, hφ]
  simp only [inner_add_left, inner_add_right, inner_smul_right, cross,
    Complex.add_re, Complex.re_ofReal_mul]
  ring
```

When $\varphi+w\neq0$, division by its squared norm gives

$$R(\varphi+w)-e=\frac{\mathcal E(w)-e\|w\|^2}{\|\varphi+w\|^2}.$$

The denominator is positive, so the admixture lowers the quotient below $e$ exactly when $\mathcal E(w)<e\|w\|^2$. The proof multiplies the inequality out and compares it with the previous identity.

```lean
/-- An admixture `w` lowers the Rayleigh quotient below `e` exactly when
`⟨w, F w⟩ < e ⟨w, w⟩`. -/
theorem rayleigh_lt_iff {F : E →ₗ[ℂ] E} (hF : F.IsSymmetric) {e : ℝ} {φ : E}
    (hφ : F φ = (e : ℂ) • φ) {w : E} (hne : φ + w ≠ 0) :
    rayleigh F (φ + w) < e ↔ energy F w < e * ‖w‖ ^ 2 := by
  have hpos : 0 < ‖φ + w‖ ^ 2 := pow_pos (norm_pos_iff.mpr hne) 2
  have h := energy_shift hF hφ w
  unfold rayleigh
  rw [div_lt_iff₀ hpos]
  constructor <;> intro h' <;> linarith
```

## Zero slope in every direction

Let $F$ again be symmetric with $F\varphi=e\varphi$, and let $\varphi\neq0$. For real $t$, put $A=\|\varphi\|^2$, $B=2\operatorname{Re}\langle\varphi,w\rangle$, $C=\|w\|^2$ and $K=\mathcal E(w)-e\|w\|^2$. The squared norm and the energy of $\varphi+tw$ are quadratic in $t$:

$$R(\varphi+tw)=\frac{eA+eBt+(eC+K)t^2}{A+Bt+Ct^2}.$$

By the quotient rule, the numerator of the derivative at $t=0$ is $eB\cdot A-eA\cdot B=0$, while the denominator is $A^2\neq0$. The next lemma is this piece of calculus alone: `hq` differentiates a quadratic at the origin, and the final `ring` checks the cancellation.

```lean
/-- A ratio of quadratics whose numerator is `e` times the denominator except in the `t ^ 2` term
has zero derivative at the origin, if the denominator is nonzero there. -/
lemma quotient_stationary (A B C K e : ℝ) (hA : A ≠ 0) :
    HasDerivAt (fun t : ℝ => (e * A + e * B * t + (e * C + K) * t ^ 2) /
      (A + B * t + C * t ^ 2)) 0 0 := by
  have hq : ∀ a b c : ℝ, HasDerivAt (fun t : ℝ => a + b * t + c * t ^ 2) b 0 := by
    intro a b c
    have h := ((hasDerivAt_const (0 : ℝ) a).fun_add
      ((hasDerivAt_id' (0 : ℝ)).const_mul b)).fun_add
      (((hasDerivAt_id' (0 : ℝ)).fun_pow 2).const_mul c)
    exact h.congr_deriv (by simp)
  have h0 : A + B * 0 + C * 0 ^ 2 ≠ 0 := by simpa using hA
  refine ((hq (e * A) (e * B) (e * C + K)).fun_div (hq A B C) h0).congr_deriv ?_
  refine div_eq_zero_iff.mpr (Or.inl ?_)
  show e * B * (A + B * 0 + C * 0 ^ 2) -
    (e * A + e * B * 0 + (e * C + K) * 0 ^ 2) * B = 0
  ring
```

It remains to show that $R(\varphi+tw)$ has this form. The squared norm expands to $A+Bt+Ct^2$ (`hN`), and the admixture $tw$ has squared norm $t^2\|w\|^2$ (`hw`) and energy $t^2\mathcal E(w)$ (`hs`). The identity for $\varphi+tw$ then supplies the numerator. Since $w$ is arbitrary, replacing it by $iw$ covers imaginary amplitudes too.

```lean
/-- The Rayleigh quotient is stationary at an eigenstate along every direction `w`. -/
theorem rayleigh_stationary {F : E →ₗ[ℂ] E} (hF : F.IsSymmetric) {e : ℝ} {φ : E}
    (hφ : F φ = (e : ℂ) • φ) (h0 : φ ≠ 0) (w : E) :
    HasDerivAt (fun t : ℝ => rayleigh F (φ + (t : ℂ) • w)) 0 0 := by
  have hN : ∀ t : ℝ, ‖φ + (t : ℂ) • w‖ ^ 2 =
      ‖φ‖ ^ 2 + ((inner ℂ φ w).re + (inner ℂ w φ).re) * t + ‖w‖ ^ 2 * t ^ 2 := by
    intro t
    simp only [norm_sq_re, inner_add_left, inner_add_right, inner_smul_left,
      inner_smul_right, Complex.conj_ofReal, Complex.add_re, Complex.re_ofReal_mul]
    ring
  have hw : ∀ t : ℝ, ‖(t : ℂ) • w‖ ^ 2 = t ^ 2 * ‖w‖ ^ 2 := by
    intro t
    simp only [norm_sq_re, inner_smul_left, inner_smul_right, Complex.conj_ofReal,
      Complex.re_ofReal_mul]
    ring
  have hs : ∀ t : ℝ, energy F ((t : ℂ) • w) = t ^ 2 * energy F w := by
    intro t
    simp only [energy, map_smul, inner_smul_left, inner_smul_right, Complex.conj_ofReal,
      Complex.re_ofReal_mul]
    ring
  -- along the line the quotient is a ratio of two quadratics
  convert quotient_stationary (‖φ‖ ^ 2) ((inner ℂ φ w).re + (inner ℂ w φ).re) (‖w‖ ^ 2)
    (energy F w - e * ‖w‖ ^ 2) e (pow_ne_zero 2 (norm_ne_zero_iff.mpr h0)) using 1
  funext t
  have h := energy_shift hF hφ ((t : ℂ) • w)
  rw [hN t, hs t, hw t] at h
  unfold rayleigh
  rw [hN t]
  congr 1
  linear_combination h
```

## Two subspaces, two signs

Now let $e>0$ and $\varphi\neq0$, and let $W_p$ and $W_n$ (`Wp` and `Wn`) be subspaces with

$$\mathcal E(w)\ge e\|w\|^2\ \text{ on }W_p,\qquad \mathcal E(w)\le0\ \text{ on }W_n .$$

The first condition says that $W_p$ holds electronic states with no mean energy below the level $e$, so $e$ plays the part of the lowest electronic level. The second describes the negative-energy states, with the zero of energy placed between the two branches, as it is when the rest energy is included. Both are assumptions about the operator and the chosen subspaces. The subspaces need be neither orthogonal nor invariant under $F$, and $\varphi$ need not be normalised.

For $w\in W_p$ with $\varphi+w\neq0$, the criterion rules out a lowering, so $R(\varphi+w)\ge e$. For nonzero $w\in W_n$,

$$\mathcal E(w)\le0<e\|w\|^2,$$

so $R(\varphi+w)<e$, once $\varphi+w\neq0$ is known. If it did vanish, then $w=-\varphi$ would satisfy $Fw=ew$ and have energy $e\|w\|^2>0$, against the condition on $W_n$.

The theorem joins these two inequalities to the zero slope. The bound on $W_p$ is not strict: if $W_p$ contains $\varphi$, for instance, the admixture $w=\varphi$ leaves the quotient unchanged.

```lean
/-- Let `φ` be an eigenstate of a symmetric `F` with eigenvalue `e > 0`, and let the energy of `w`
be at least `e * ‖w‖ ^ 2` on `Wp` and at most `0` on `Wn`. Then the Rayleigh quotient is stationary
at `φ`, does not fall below `e` under admixtures from `Wp` that leave a nonzero state, and falls
below `e` under every nonzero admixture from `Wn`. -/
theorem brown_ravenhall_saddle {F : E →ₗ[ℂ] E} (hF : F.IsSymmetric) {Wp Wn : Submodule ℂ E}
    {e : ℝ} (he : 0 < e) {φ : E} (h0 : φ ≠ 0) (hφ : F φ = (e : ℂ) • φ)
    (hp : ∀ w ∈ Wp, e * ‖w‖ ^ 2 ≤ energy F w) (hn : ∀ w ∈ Wn, energy F w ≤ 0) :
    (∀ w : E, HasDerivAt (fun t : ℝ => rayleigh F (φ + (t : ℂ) • w)) 0 0) ∧
    (∀ w ∈ Wp, φ + w ≠ 0 → e ≤ rayleigh F (φ + w)) ∧
    (∀ w ∈ Wn, w ≠ 0 → φ + w ≠ 0 ∧ rayleigh F (φ + w) < e) := by
  refine ⟨rayleigh_stationary hF hφ h0, ?_, ?_⟩
  · intro w hw hne
    by_contra hlt
    have h := (rayleigh_lt_iff hF hφ hne).mp (lt_of_not_ge hlt)
    linarith [hp w hw]
  · intro w hw hw0
    have hpos : 0 < e * ‖w‖ ^ 2 := mul_pos he (pow_pos (norm_pos_iff.mpr hw0) 2)
    have hne : φ + w ≠ 0 := by
      -- otherwise w would be an eigenstate of positive energy
      intro h
      have hwφ : w = -φ := (neg_eq_of_add_eq_zero_right h).symm
      have hFw : F w = (e : ℂ) • w := by rw [hwφ, map_neg, hφ, smul_neg]
      linarith [energy_eigen hFw, hn w hw]
    exact ⟨hne, (rayleigh_lt_iff hF hφ hne).mpr (by linarith [hn w hw])⟩
```

For one electron in a finite basis, this means that the electronic level is not the minimum of the mean energy over all states if the basis spans nonzero negative-energy states of this kind. Brown–Ravenhall disease proper is a many-electron problem, in which a two-electron state is degenerate with states that have one electron in the negative continuum and the other high in the positive one. The theorem contains no electron–electron interaction and describes only the one-electron indefiniteness that lies behind it.

## Maximise over one subspace, minimise over the other

Suppose further that $\varphi\in W_p$. Then

$$e=\min_{0\ne u\in W_p}\ \sup_{\substack{w\in W_n\\u+w\ne0}}R(u+w).$$

For $u=\varphi$, every nonzero $w\in W_n$ gives a value below $e$, and $w=0$ gives $R(\varphi)=e$, so the supremum is $e$. For any other nonzero $u\in W_p$, the choice $w=0$ already gives $R(u)\ge e$, so the supremum cannot be smaller.

In Lean, `IsLUB` says that $m$ is the least upper bound of the quotients for a given $u$, and `IsLeast` says that $e$ belongs to the set of such $m$ and is a lower bound for it. A $u$ with no finite supremum would contribute no $m$. The first half of the proof treats $u=\varphi$, and the second compares an arbitrary $u$ with its unmixed state.

```lean
/-- Minimax principle: `e` is the least value, over nonzero `u` in `Wp`, of the supremum of the
Rayleigh quotient over the nonzero states `u + w` with `w` in `Wn`. -/
theorem electronic_minimax {F : E →ₗ[ℂ] E} (hF : F.IsSymmetric) {Wp Wn : Submodule ℂ E}
    {e : ℝ} (he : 0 < e) {φ : E} (hφp : φ ∈ Wp) (h0 : φ ≠ 0) (hφ : F φ = (e : ℂ) • φ)
    (hp : ∀ w ∈ Wp, e * ‖w‖ ^ 2 ≤ energy F w) (hn : ∀ w ∈ Wn, energy F w ≤ 0) :
    IsLeast {m : ℝ | ∃ u ∈ Wp, u ≠ 0 ∧
      IsLUB {r : ℝ | ∃ w ∈ Wn, u + w ≠ 0 ∧ r = rayleigh F (u + w)} m} e := by
  have hR : rayleigh F φ = e := by
    unfold rayleigh
    rw [energy_eigen hφ, mul_div_cancel_right₀ _ (pow_ne_zero 2 (norm_ne_zero_iff.mpr h0))]
  constructor
  · refine ⟨φ, hφp, h0, ?_, ?_⟩
    · rintro r ⟨w, hw, -, rfl⟩
      by_cases hw0 : w = 0
      · rw [hw0, add_zero, hR]
      · exact ((brown_ravenhall_saddle hF he h0 hφ hp hn).2.2 w hw hw0).2.le
    · intro b hb
      exact hb ⟨0, Wn.zero_mem, by simpa using h0, by rw [add_zero, hR]⟩
  · rintro m ⟨u, hu, hu0, hm⟩
    -- the unmixed state already has Rayleigh quotient at least e
    have h1 : rayleigh F u ≤ m :=
      hm.1 ⟨0, Wn.zero_mem, by simpa using hu0, by rw [add_zero]⟩
    have h2 : e ≤ rayleigh F u := by
      unfold rayleigh
      rw [le_div_iff₀ (pow_pos (norm_pos_iff.mpr hu0) 2)]
      exact hp u hu
    exact h2.trans h1
```

The assumption $\varphi\in W_p$ limits the use of this principle. It does not apply directly to a split into upper and lower spinor components, because an eigenstate generally has both.

## The two-level matrix again

The opening matrix acts as $(x_0,x_1)\mapsto(3x_0+4x_1,\,4x_0-3x_1)$.

```lean
/-- The two-level Dirac operator with matrix rows `(3, 4)` and `(4, -3)`. -/
def diracTwo : EuclideanSpace ℂ (Fin 2) →ₗ[ℂ] EuclideanSpace ℂ (Fin 2) where
  toFun x := !₂[3 * x 0 + 4 * x 1, 4 * x 0 - 3 * x 1]
  map_add' x y := by
    ext i
    fin_cases i <;> simp <;> ring
  map_smul' c x := by
    ext i
    fin_cases i <;> simp <;> ring
```

Take $e=5$, with $W_p$ the complex line through $\varphi=(2,1)$ and $W_n$ the line through $(1,-2)$. The matrix is real and symmetric, hence Hermitian. Every $w\in W_p$ satisfies $Fw=5w$ and has energy $5\|w\|^2$, while every $w\in W_n$ satisfies $Fw=-5w$ and has energy $-5\|w\|^2\le0$. Since also $5>0$ and $\varphi\in W_p$, the assumptions of both theorems are met by an actual operator.

The proof verifies the two eigenvalue equations by components as `h1` and `h2`, writes each element of a line as a multiple of its spanning vector, and applies `energy_eigen`.

```lean
/-- The two-level Dirac operator is symmetric and has the nonzero eigenvector `(2, 1)` with
eigenvalue `5`. The energy of `w` is at least `5 * ‖w‖ ^ 2` on the complex line through `(2, 1)` and
at most `0` on the complex line through `(1, -2)`. -/
theorem brown_ravenhall_witness :
    diracTwo.IsSymmetric ∧ (!₂[2, 1] : EuclideanSpace ℂ (Fin 2)) ≠ 0 ∧
    diracTwo !₂[2, 1] = ((5 : ℝ) : ℂ) • !₂[2, 1] ∧
    (∀ w ∈ Submodule.span ℂ {(!₂[2, 1] : EuclideanSpace ℂ (Fin 2))},
      5 * ‖w‖ ^ 2 ≤ energy diracTwo w) ∧
    (∀ w ∈ Submodule.span ℂ {(!₂[1, -2] : EuclideanSpace ℂ (Fin 2))},
      energy diracTwo w ≤ 0) := by
  have h1 : diracTwo !₂[2, 1] = ((5 : ℝ) : ℂ) • !₂[2, 1] := by
    ext i
    fin_cases i <;> simp [diracTwo] <;> norm_num
  have h2 : diracTwo !₂[1, -2] = ((-5 : ℝ) : ℂ) • !₂[1, -2] := by
    ext i
    fin_cases i <;> simp [diracTwo] <;> norm_num
  refine ⟨?_, ?_, h1, ?_, ?_⟩
  · intro x y
    have c3 : (starRingEnd ℂ) 3 = 3 :=
      Complex.ext (by rw [Complex.conj_re]) (by rw [Complex.conj_im]; simp)
    have c4 : (starRingEnd ℂ) 4 = 4 :=
      Complex.ext (by rw [Complex.conj_re]) (by rw [Complex.conj_im]; simp)
    simp [diracTwo, PiLp.inner_apply, Fin.sum_univ_two]
    rw [c3, c4]
    ring
  · intro h
    have h' := congrArg (fun x : EuclideanSpace ℂ (Fin 2) => x 0) h
    simp at h'
  · intro w hw
    obtain ⟨c, rfl⟩ := Submodule.mem_span_singleton.mp hw
    exact (energy_eigen (by rw [map_smul, h1, smul_comm])).ge
  · intro w hw
    obtain ⟨c, rfl⟩ := Submodule.mem_span_singleton.mp hw
    rw [energy_eigen (a := -5) (by rw [map_smul, h2, smul_comm])]
    nlinarith [sq_nonneg ‖c • (!₂[1, -2] : EuclideanSpace ℂ (Fin 2))‖]

end

end BrownRavenhallSaddle
```

```lean
#print axioms BrownRavenhallSaddle.rayleigh_lt_iff
#print axioms BrownRavenhallSaddle.electronic_minimax
```

```
'BrownRavenhallSaddle.rayleigh_lt_iff' depends on axioms: [propext, Classical.choice, Quot.sound]
'BrownRavenhallSaddle.electronic_minimax' depends on axioms: [propext, Classical.choice, Quot.sound]
```
